# For 0 < x ≤ 1, the summed relative frequencies of two modes with stiffnesses 1 ± x lie strictly below their fourth-order expansion, by at most 3x⁶

Two modes have dimensionless stiffnesses 1 + x and 1 − x, and their relative frequencies are the square roots of these. The lemma `pairRoot_bounds` states that for 0 < x ≤ 1 the sum √(1 + x) + √(1 − x) is strictly less than 2 − x²/4 − 5x⁴/64, and falls short of it by at most 3x⁶. The proof introduces the frequency loss d = 2 − `pairRoot x` and writes x² as a polynomial in d. The gap between the expansion and the frequency sum then becomes d³q, where q is a polynomial in d, and the bounds follow from 0 < q ≤ 3 and d ≤ x².

An attempt in Lean 4 with a fault in it:

```lean
import Mathlib

open Matrix Filter Topology

namespace PairRootBounds

noncomputable section

/-- The sum of the relative frequencies of two modes with stiffnesses `1 + x` and `1 - x`,
for `0 ≤ x ≤ 1`. -/
def pairRoot (x : ℝ) : ℝ := √(1 + x) + √(1 - x)

/-- For `0 ≤ x ≤ 1` the squared frequency sum of a mode pair is `2 + 2√(1 - x²)`. -/
theorem pairRoot_sq {x : ℝ} (h0 : 0 ≤ x) (h1 : x ≤ 1) :
    pairRoot x ^ 2 = 2 + 2 * √(1 - x ^ 2) := by
  have h : √(1 - x ^ 2) = √(1 + x) * √(1 - x) := by
    rw [← Real.sqrt_mul (by linarith)]
    congr 1
    ring
  rw [h, pairRoot]
  linear_combination Real.sq_sqrt (show 0 ≤ 1 + x by linarith) +
    Real.sq_sqrt (show 0 ≤ 1 - x by linarith)

/-- For `0 < x ≤ 1` the frequency sum of a mode pair lies strictly below its fourth-order
expansion, by at most `3x⁶`. -/
theorem pairRoot_bounds {x : ℝ} (h0 : 0 < x) (h1 : x ≤ 1) :
    pairRoot x < 2 - x ^ 2 / 4 - 5 * x ^ 4 / 64 ∧
      2 - x ^ 2 / 4 - 5 * x ^ 4 / 64 - 3 * x ^ 6 ≤ pairRoot x := by
  have hg := pairRoot_sq h0.le h1
  have hg0 : 0 ≤ pairRoot x := by unfold pairRoot; positivity
  have hs0 := Real.sqrt_nonneg (1 - x ^ 2)
  have hs2 : √(1 - x ^ 2) ^ 2 = 1 - x ^ 2 := Real.sq_sqrt (by nlinarith)
  have hs1 : √(1 - x ^ 2) < 1 := by nlinarith [pow_pos h0 2]
  obtain ⟨d, hd⟩ : ∃ d, d = 2 - pairRoot x := ⟨_, rfl⟩
  have hgd : pairRoot x = 2 - d := by linarith
  have hd0 : 0 < d := by nlinarith
  have hd1 : d ≤ 3 / 5 := by nlinarith
  -- the squared splitting is a polynomial in the frequency loss d
  have hu : x ^ 2 = d * (4 - 5 * d + 2 * d ^ 2 - d ^ 3 / 4) := by
    rw [hgd] at hg
    have hs : √(1 - x ^ 2) = (2 - d) ^ 2 / 2 - 1 := by linarith
    rw [hs] at hs2
    linear_combination -hs2
  have hdu : d ≤ x ^ 2 := by
    have a : 0 ≤ d ^ 2 * (2 - d / 4) := mul_nonneg (by positivity) (by linarith)
    have b : 1 ≤ 4 - 5 * d + 2 * d ^ 2 - d ^ 3 / 4 := by nlinarith
    rw [hu]
    exact le_mul_of_one_le_right hd0.le b
  obtain ⟨q, hq⟩ : ∃ q, q = 21 / 8 - 201 / 64 * d + 55 / 32 * d ^ 2 - 65 / 128 * d ^ 3 +
    5 / 64 * d ^ 4 - 5 / 1024 * d ^ 5 := ⟨_, rfl⟩
  have hr : 2 - x ^ 2 / 4 - 5 * x ^ 4 / 64 - pairRoot x = d ^ 3 * q := by
    have x4 : x ^ 4 = (x ^ 2) ^ 2 := by ring
    rw [hgd, x4, hu, hq]
    ring
  have hq0 : 0 < q := by
    have a : 0 ≤ d ^ 2 * (55 / 32 - 65 / 128 * d) :=
      mul_nonneg (by positivity) (by linarith)
    have b : 0 ≤ d ^ 4 * (5 / 64 - 5 / 1024 * d) :=
      mul_nonneg (by positivity) (by linarith)
    nlinarith
  have hq3 : q ≤ 3 := by
    have a : 0 ≤ d * (201 / 64 - 55 / 32 * d) := mul_nonneg hd0.le (by linarith)
    have b : 0 ≤ d ^ 3 * (65 / 128 - 5 / 64 * d) :=
      mul_nonneg (by positivity) (by linarith)
    have c : 0 < d ^ 5 := by positivity
    nlinarith
  have hd3 : 0 < d ^ 3 := by positivity
  have hpos := mul_pos hd3 hq0
  have hle := mul_le_mul_of_nonneg_left hq3 hd3.le
  have hcube : d ^ 3 ≤ (x ^ 2) ^ 3 := pow_le_pow_left₀ hd0.le hdu 3
  have x6 : (x ^ 2) ^ 3 = x ^ 6 := by ring
  constructor <;> linarith

end

end PairRootBounds
```

The compiler's answer:

```
Main.lean:43:4: error: ring failed, ring expressions not equal
x : ℝ
h0 : 0 < x
h1 : x ≤ 1
hg0 : 0 ≤ pairRoot x
hs0 : 0 ≤ √(1 - x ^ 2)
hs1 : √(1 - x ^ 2) < 1
d : ℝ
hs2 : ((2 - d) ^ 2 / 2 - 1) ^ 2 = 1 - x ^ 2
hg : (2 - d) ^ 2 = 2 + 2 * √(1 - x ^ 2)
hd : d = 2 - pairRoot x
hgd : pairRoot x = 2 - d
hd0 : 0 < d
hd1 : d ≤ 3 / 5
hs : √(1 - x ^ 2) = (2 - d) ^ 2 / 2 - 1
⊢ x ^ 2 * 2 - d * 8 + d ^ 2 * 10 - d ^ 3 * 4 + d ^ 4 * (1 / 2) = 0
```

Diagnosis. The error is in the step `hu`, which expresses x² as a polynomial in d; call that polynomial P. After the rewrite, `hs2` reads ((2 − d)²/2 − 1)² = 1 − x², and its left side expands to 1 − P. So `hs2` does imply x² = P, but it was used with the wrong sign.

`linear_combination` subtracts the two sides of the given equation from those of the goal and asks `ring` to confirm that what remains is zero. The difference of the sides is x² − P both for the goal and for `hs2`. With `-hs2` the two add up instead of cancelling, leaving 2(x² − P), which is the expression in the message. `ring` cannot show that this is zero, since it does not use the hypotheses.

With `hs2` in place of `-hs2` the differences cancel identically and the step closes. The other change only rewords a comment and has no effect on the proof.

This version goes through:

```diff
@@ -36,10 +36,10 @@
   have hd0 : 0 < d := by nlinarith
   have hd1 : d ≤ 3 / 5 := by nlinarith
-  -- the squared splitting is a polynomial in the frequency loss d
+  -- x ^ 2 is a polynomial in the frequency loss d
   have hu : x ^ 2 = d * (4 - 5 * d + 2 * d ^ 2 - d ^ 3 / 4) := by
     rw [hgd] at hg
     have hs : √(1 - x ^ 2) = (2 - d) ^ 2 / 2 - 1 := by linarith
     rw [hs] at hs2
-    linear_combination -hs2
+    linear_combination hs2
   have hdu : d ≤ x ^ 2 := by
     have a : 0 ≤ d ^ 2 * (2 - d / 4) := mul_nonneg (by positivity) (by linarith)
```
